# With four fermionic modes, an antisymmetric pair operator is a product of two orbital operators exactly when its Pfaffian vanishes

Let c₀, c₁, c₂, c₃ be the annihilators of four fermionic modes in a nontrivial complex algebra, and let A be an antisymmetric 4×4 array of complex numbers. The pair operator X = (1/2) Σ A_pq c_p c_q satisfies

X² = 2 Pf(A) c₀c₁c₂c₃, with Pf(A) = A₀₁A₂₃ − A₀₂A₁₃ + A₀₃A₁₂.

For an orbital with coefficients f, write c(f) = Σ f_p c_p. Then X = c(f)c(g) for some f and g if and only if Pf(A) = 0. In particular, c₀c₁ + c₂c₃ is not such a product.

For two electrons in four spin orbitals, this is the algebra that separates a single Slater determinant from a state that needs at least two determinants in every orbital basis.

## Four modes and complex scalars

The operators live in a ring `R` that is an algebra over ℂ. No Hilbert space or adjoint is assumed.

```lean
import Mathlib

open Finset

namespace FermionPairSlater

noncomputable section

variable {R : Type*} [Ring R] [Algebra ℂ R]
```

`FourModes c d` collects the relations between annihilators `c` and creators `d`. It does not require the creators to anticommute with each other, nor `d p` to be the adjoint of `c p`.

```lean
/-- Annihilators `c` and creators `d` of four fermionic modes: the annihilators anticommute,
and `c p * d q + d q * c p` is one for `p = q` and zero otherwise. -/
structure FourModes (c d : Fin 4 → R) : Prop where
  ann : ∀ p q, c p * c q + c q * c p = 0
  mixed : ∀ p q, c p * d q + d q * c p = if p = q then 1 else 0
```

The coefficients in `orbital` enter linearly, so for a physical orbital they are the complex conjugates of its expansion coefficients. Neither normalisation nor orthogonality is required.

```lean
/-- The operator `c(f) = ∑ f_p c_p` of the orbital with coefficients `f`. -/
def orbital (c : Fin 4 → R) (f : Fin 4 → ℂ) : R := ∑ p, f p • c p

/-- The pair operator `(1/2) ∑ A_pq c_p c_q` with amplitudes `A`. -/
def pairOp (c : Fin 4 → R) (A : Fin 4 → Fin 4 → ℂ) : R :=
  (1 / 2 : ℂ) • ∑ p, ∑ q, A p q • (c p * c q)

/-- The Pfaffian expression `A01 A23 - A02 A13 + A03 A12` of the pair amplitudes. -/
def pf (A : Fin 4 → Fin 4 → ℂ) : ℂ := A 0 1 * A 2 3 - A 0 2 * A 1 3 + A 0 3 * A 1 2
```

Complex scalars supply the factor 1/2 and allow division by a nonzero amplitude. The number four makes one Pfaffian condition sufficient. With a fifth mode, c₀c₁ + c₂c₄ has a vanishing expression `pf` on modes 0 to 3, yet it is not a product.

Fock space provides an instance of the relations. On the exterior algebra of ℂ⁴, annihilation is contraction with a coordinate and creation is exterior multiplication by a basis vector.

```lean
/-- Annihilation on the Fock space of four modes, the exterior algebra: contraction with the
`p`-th coordinate. -/
def fockLower (p : Fin 4) : Module.End ℂ (ExteriorAlgebra ℂ (Fin 4 → ℂ)) :=
  CliffordAlgebra.contractLeft (LinearMap.proj p : (Fin 4 → ℂ) →ₗ[ℂ] ℂ)

/-- Creation on the Fock space of four modes: exterior multiplication by the `p`-th basis
vector. -/
def fockRaise (p : Fin 4) : Module.End ℂ (ExteriorAlgebra ℂ (Fin 4 → ℂ)) :=
  LinearMap.mulLeft ℂ (ExteriorAlgebra.ι ℂ (Pi.single p (1 : ℂ) : Fin 4 → ℂ))

/-- Contraction and exterior multiplication on Fock space are annihilators and creators of
four fermionic modes. -/
theorem fourModes_witness : FourModes fockLower fockRaise where
  ann p q := by
    refine LinearMap.ext fun x => ?_
    simp only [fockLower, LinearMap.add_apply, Module.End.mul_apply, LinearMap.zero_apply]
    rw [CliffordAlgebra.contractLeft_comm, neg_add_cancel]
  mixed p q := by
    refine LinearMap.ext fun x => ?_
    simp only [fockLower, fockRaise, LinearMap.add_apply, Module.End.mul_apply,
      LinearMap.mulLeft_apply]
    rw [CliffordAlgebra.contractLeft_ι_mul, sub_add_cancel]
    by_cases h : p = q
    · subst h
      simp
    · simp [h]
```

The first relation holds because two contractions anticommute. The second is the product rule for contraction: contracting e_q ∧ x with coordinate p gives δ_pq x minus e_q ∧ (the contraction of x).

## Anticommuting annihilators

The field `ann` expresses fermionic statistics: c_p c_q + c_q c_p = 0. Setting p = q gives 2c_p² = 0, hence c_p² = 0, the Pauli principle.

```lean
/-- Pauli exclusion: if the annihilators anticommute, each of them squares to zero. -/
theorem pauli {c : Fin 4 → R} (hc : ∀ p q, c p * c q + c q * c p = 0) (p : Fin 4) :
    c p * c p = 0 := by
  have e : c p * c p = (1 / 2 : ℂ) • (c p * c p + c p * c p) := by module
  rw [e, hc, smul_zero]
```

By linearity, the same holds for orbitals:

c(f)c(g) + c(g)c(f) = Σ f_p g_q (c_p c_q + c_q c_p) = 0.

In particular c(f)² = 0. The Lean proof expands the sums, reorders products with `sw`, and lets `module` compare coefficients.

```lean
/-- If the annihilators anticommute, so do the operators of any two orbitals. -/
theorem orbital_anticomm {c : Fin 4 → R} (hc : ∀ p q, c p * c q + c q * c p = 0)
    (f g : Fin 4 → ℂ) : orbital c f * orbital c g + orbital c g * orbital c f = 0 := by
  have sw : ∀ p q, c q * c p = -(c p * c q) := fun p q => eq_neg_of_add_eq_zero_left (hc q p)
  simp only [orbital, Fin.sum_univ_four, mul_add, add_mul, smul_mul_smul_comm, pauli hc,
    sw 0 1, sw 0 2, sw 0 3, sw 1 2, sw 1 3, sw 2 3]
  module
```

If the c's commuted instead, as for bosons, antisymmetric amplitudes would give X = 0 whatever their values.

## Creators and a nontrivial algebra

The relation `mixed` is c_p d_q + d_q c_p = δ_pq. `Nontrivial R` says that 1 ≠ 0. Together they ensure that c₀c₁c₂c₃, which removes four electrons, is not zero.

Suppose it were zero, and put Y = c₁c₂c₃. Moving d₀ past three annihilators gives d₀Y = −Yd₀, so

Y = (c₀d₀ + d₀c₀)Y = −(c₀Y)d₀ + d₀(c₀Y) = 0.

Now c₁(c₂c₃) = 0, and d₁ commutes with c₂c₃, so the same argument gives c₂c₃ = 0. Then d₂ gives c₃ = 0. Finally 1 = c₃d₃ + d₃c₃ = 0, a contradiction. The local statement `strip` is one such step, with either sign allowed; `s1`, `s2` and `s3` are its three uses.

```lean
omit [Algebra ℂ R] in
/-- For four fermionic modes in a nontrivial ring, the product of the four annihilators is not
zero. -/
theorem four_product_ne_zero [Nontrivial R] {c d : Fin 4 → R} (h : FourModes c d) :
    c 0 * c 1 * c 2 * c 3 ≠ 0 := by
  intro h0
  have an : ∀ p q, p ≠ q → d q * c p = -(c p * d q) := fun p q hpq =>
    eq_neg_of_add_eq_zero_right (by simpa [hpq] using h.mixed p q)
  have an' : ∀ p q, p ≠ q → ∀ x, d q * (c p * x) = -(c p * (d q * x)) := by
    intro p q hpq x
    rw [← mul_assoc, an p q hpq, neg_mul, mul_assoc]
  -- a creator removes the leftmost annihilator from a vanishing product
  have strip : ∀ x e Y : R, x * e + e * x = 1 → (e * Y = Y * e ∨ e * Y = -(Y * e)) →
      x * Y = 0 → Y = 0 := by
    intro x e Y h1 h2 h0
    have h3 : x * (e * Y) = 0 := by
      rcases h2 with h2 | h2
      · rw [h2, ← mul_assoc, h0, zero_mul]
      · rw [h2, mul_neg, ← mul_assoc, h0, zero_mul, neg_zero]
    calc Y = (x * e + e * x) * Y := by rw [h1, one_mul]
      _ = x * (e * Y) + e * (x * Y) := by noncomm_ring
      _ = 0 := by rw [h3, h0, mul_zero, add_zero]
  have one : ∀ p, c p * d p + d p * c p = 1 := fun p => by simpa using h.mixed p p
  have s1 : c 1 * (c 2 * c 3) = 0 := strip (c 0) (d 0) _ (one 0)
    (Or.inr (by simp only [mul_assoc, an' 1 0 (by decide), an' 2 0 (by decide),
      an 3 0 (by decide), mul_neg, neg_neg])) (by simpa only [mul_assoc] using h0)
  have s2 : c 2 * c 3 = 0 := strip (c 1) (d 1) _ (one 1)
    (Or.inl (by simp only [mul_assoc, an' 2 1 (by decide), an 3 1 (by decide),
      mul_neg, neg_neg])) s1
  have s3 : c 3 = 0 := strip (c 2) (d 2) _ (one 2) (Or.inr (an 3 2 (by decide))) s2
  have h1 := one 3
  rw [s3, zero_mul, mul_zero, add_zero] at h1
  exact zero_ne_one h1
```

Without the creators, all c_p could be zero; every X would then be a product, whatever Pf(A) is. The same happens in the zero ring.

Another model would replace X by an element of the exterior square of ℂ⁴ and ask whether it has the form f ∧ g. The creators and the nontriviality condition would disappear from the hypotheses, but the theorem would concern two-electron states and no longer operators in an arbitrary representation.

## Antisymmetric amplitudes

The hypothesis `hA`, A_qp = −A_pq, fixes the amplitudes uniquely: a symmetric part would cancel in X. By hand, it first removes the double counting. Since A_qp c_q c_p = A_pq c_p c_q, each pair occurs twice and the factor 1/2 cancels:

X = Σ_{p<q} A_pq c_p c_q.

```lean
/-- For anticommuting annihilators and antisymmetric amplitudes, the pair operator is the sum of
`A_pq c_p c_q` over the pairs of modes with `p < q`. -/
theorem pairOp_eq {c : Fin 4 → R} (hc : ∀ p q, c p * c q + c q * c p = 0)
    {A : Fin 4 → Fin 4 → ℂ} (hA : ∀ p q, A q p = -A p q) :
    pairOp c A = A 0 1 • (c 0 * c 1) + A 0 2 • (c 0 * c 2) + A 0 3 • (c 0 * c 3)
      + A 1 2 • (c 1 * c 2) + A 1 3 • (c 1 * c 3) + A 2 3 • (c 2 * c 3) := by
  have sw : ∀ p q, c q * c p = -(c p * c q) := fun p q => eq_neg_of_add_eq_zero_left (hc q p)
  simp only [pairOp, Fin.sum_univ_four, pauli hc, hA 0 1, hA 0 2, hA 0 3, hA 1 2, hA 1 3,
    hA 2 3, sw 0 1, sw 0 2, sw 0 3, sw 1 2, sw 1 3, sw 2 3]
  module
```

In X², any product with a repeated mode vanishes, because the equal factors can be brought together. Three ways to split the four modes into two pairs remain:

c₀c₁ · c₂c₃ = c₀c₁c₂c₃

c₀c₂ · c₁c₃ = −c₀c₁c₂c₃

c₀c₃ · c₁c₂ = c₀c₁c₂c₃.

Pairs commute, so each splitting occurs twice with the same sign, which gives X² = 2 Pf(A) c₀c₁c₂c₃. In Lean, `sw` and `sw'` put the factors in order, `pauli` and `sq'` delete repetitions, and `module` collects the coefficients.

```lean
/-- For anticommuting annihilators and antisymmetric amplitudes, the square of the pair operator
is twice the Pfaffian times the product of all four annihilators. -/
theorem pairOp_sq {c : Fin 4 → R} (hc : ∀ p q, c p * c q + c q * c p = 0)
    {A : Fin 4 → Fin 4 → ℂ} (hA : ∀ p q, A q p = -A p q) :
    pairOp c A ^ 2 = (2 * pf A) • (c 0 * c 1 * c 2 * c 3) := by
  have sw : ∀ p q, c q * c p = -(c p * c q) := fun p q => eq_neg_of_add_eq_zero_left (hc q p)
  have sw' : ∀ p q x, c q * (c p * x) = -(c p * (c q * x)) := by
    intro p q x
    rw [← mul_assoc, sw p q, neg_mul, mul_assoc]
  have sq' : ∀ p x, c p * (c p * x) = 0 := by
    intro p x
    rw [← mul_assoc, pauli hc, zero_mul]
  -- bring all products into the order 0, 1, 2, 3
  rw [pairOp_eq hc hA, pow_two]
  simp only [pf, mul_add, add_mul, smul_mul_assoc, mul_smul_comm, mul_assoc, pauli hc, sq',
    sw 1 2, sw 1 3, sw 2 3, sw' 0 1, sw' 0 2, sw' 0 3, sw' 1 2,
    sw' 1 3, sw' 2 3, mul_neg, mul_zero, neg_zero, neg_neg, smul_zero]
  module
```

The middle minus sign is readily lost. The product (c₀ + c₁)(c₂ + c₃) is a test: A₀₂, A₀₃, A₁₂ and A₁₃ are 1 and A₀₁ = A₂₃ = 0, so the correct expression is −1 + 1 = 0, while a plus sign would give 2.

Without antisymmetry the criterion fails. If A₀₁ = A₁₀ = A₂₃ = A₃₂ = 1 and all else is zero, then X = 0 is a product, although `pf A` is 1.

## A vanishing Pfaffian

The condition Pf(A) = 0 says that the pair amplitudes come from just two orbitals. To find them, consider

A_pq A_ij − A_pi A_qj + A_pj A_qi.

This changes sign when two neighbouring indices in the order p, q, i, j are exchanged. It therefore vanishes if two indices coincide, and equals ±Pf(A) if all four differ. With Pf(A) = 0 it is always zero; these are the Plücker relations. The Lean proof treats coinciding indices one equality at a time, then runs through the distinct orderings.

```lean
/-- Plücker relations: antisymmetric amplitudes with vanishing Pfaffian satisfy
`A_pq A_ij - A_pi A_qj + A_pj A_qi = 0` for all modes. -/
theorem pluecker {A : Fin 4 → Fin 4 → ℂ} (hA : ∀ p q, A q p = -A p q) (h : pf A = 0)
    (p q i j : Fin 4) : A p q * A i j - A p i * A q j + A p j * A q i = 0 := by
  have hd : ∀ p, A p p = 0 := fun p => by linear_combination (1 / 2) * hA p p
  have h4 : ∀ p : Fin 4, p = 0 ∨ p = 1 ∨ p = 2 ∨ p = 3 := by decide
  unfold pf at h
  -- coinciding indices need only antisymmetry
  by_cases e1 : p = q
  · rw [← e1]; linear_combination A i j * hd p
  by_cases e2 : p = i
  · rw [← e2]; linear_combination A p j * hA p q - A q j * hd p
  by_cases e3 : p = j
  · rw [← e3]; linear_combination A p q * hA p i - A p i * hA p q + A q i * hd p
  by_cases e4 : q = i
  · rw [← e4]; linear_combination A p j * hd q
  by_cases e5 : q = j
  · rw [← e5]; linear_combination A p q * hA q i - A p i * hd q
  by_cases e6 : i = j
  · rw [← e6]; linear_combination A p q * hd i
  -- distinct indices give the Pfaffian up to sign
  rcases h4 p with rfl | rfl | rfl | rfl <;> rcases h4 q with rfl | rfl | rfl | rfl <;>
  first
  | exact absurd rfl e1
  | (rcases h4 i with rfl | rfl | rfl | rfl <;>
      first
      | exact absurd rfl e2
      | exact absurd rfl e4
      | (rcases h4 j with rfl | rfl | rfl | rfl <;>
          first
          | exact absurd rfl e3
          | exact absurd rfl e5
          | exact absurd rfl e6
          | linear_combination h
          | (simp only [hA 0 1, hA 0 2, hA 0 3, hA 1 2, hA 1 3, hA 2 3]
             first
             | linear_combination h
             | linear_combination -h)))
```

Antisymmetrising the coefficients of a product gives

c(f)c(g) = (1/2) Σ (f_i g_j − f_j g_i) c_i c_j.

```lean
/-- For anticommuting annihilators, the product of two orbital operators is the pair operator
whose amplitudes are the determinants `f_p g_q - f_q g_p`. -/
theorem pairOp_minors {c : Fin 4 → R} (hc : ∀ p q, c p * c q + c q * c p = 0)
    (f g : Fin 4 → ℂ) :
    pairOp c (fun p q => f p * g q - f q * g p) = orbital c f * orbital c g := by
  have sw : ∀ p q, c q * c p = -(c p * c q) := fun p q => eq_neg_of_add_eq_zero_left (hc q p)
  rw [pairOp_eq hc (fun p q => by ring)]
  simp only [orbital, Fin.sum_univ_four, mul_add, add_mul, smul_mul_smul_comm, pauli hc,
    sw 0 1, sw 0 2, sw 0 3, sw 1 2, sw 1 3, sw 2 3]
  module
```

If A = 0, take f = g = 0. Otherwise choose A_pq ≠ 0 and set f_i = A_pi / A_pq and g_j = A_qj. The Plücker relation becomes

A_ij = (A_pi A_qj − A_pj A_qi) / A_pq = f_i g_j − f_j g_i,

so X = c(f)c(g).

Conversely, if X = c(f)c(g), then

X² = c(f)c(g)c(f)c(g) = −c(f)²c(g)² = 0.

Hence 2 Pf(A) c₀c₁c₂c₃ = 0, and since the operator product is nonzero, Pf(A) = 0. These are the two branches of the next proof, with the converse first; `hz` in that branch is the vanishing square.

```lean
/-- For four fermionic modes in a nontrivial algebra, a pair operator with antisymmetric
amplitudes is a product of two orbital operators exactly when its Pfaffian vanishes. -/
theorem pairOp_eq_product_iff [Nontrivial R] {c d : Fin 4 → R} (h : FourModes c d)
    {A : Fin 4 → Fin 4 → ℂ} (hA : ∀ p q, A q p = -A p q) :
    (∃ f g, pairOp c A = orbital c f * orbital c g) ↔ pf A = 0 := by
  constructor
  · rintro ⟨f, g, hfg⟩
    have hsq := pairOp_sq h.ann hA
    have huu : orbital c f * orbital c f = 0 := by
      have e : orbital c f * orbital c f = (1 / 2 : ℂ) •
        (orbital c f * orbital c f + orbital c f * orbital c f) := by module
      rw [e, orbital_anticomm h.ann, smul_zero]
    have hvu : orbital c g * orbital c f = -(orbital c f * orbital c g) :=
      eq_neg_of_add_eq_zero_left (orbital_anticomm h.ann g f)
    -- a product of two orbital operators squares to zero
    have hz : (orbital c f * orbital c g) ^ 2 = 0 := by
      calc (orbital c f * orbital c g) ^ 2
          = orbital c f * (orbital c g * orbital c f) * orbital c g := by
            rw [pow_two]; simp only [mul_assoc]
        _ = -(orbital c f * orbital c f * (orbital c g * orbital c g)) := by
            rw [hvu]; simp only [mul_neg, neg_mul, mul_assoc]
        _ = 0 := by rw [huu, zero_mul, neg_zero]
    rw [hfg, hz] at hsq
    have h2 := (smul_eq_zero.mp hsq.symm).resolve_right (four_product_ne_zero h)
    exact (mul_eq_zero.mp h2).resolve_left two_ne_zero
  · intro hpf
    by_cases hz : ∀ p q, A p q = 0
    · exact ⟨0, 0, by simp [pairOp, orbital, hz]⟩
    · obtain ⟨p, hp⟩ := not_forall.mp hz
      obtain ⟨q, hpq⟩ := not_forall.mp hp
      -- two rows of the amplitudes serve as orbitals
      refine ⟨fun i => A p i / A p q, fun j => A q j, ?_⟩
      rw [← pairOp_minors h.ann]
      congr 1
      funext i j
      have e : A i j = (A p i * A q j - A p j * A q i) / A p q := by
        rw [eq_div_iff hpq]
        linear_combination pluecker hA hpf p q i j
      rw [e]
      ring
```

For c₀c₁ + c₂c₃, the nonzero amplitudes are A₀₁ = A₂₃ = 1 and their antisymmetric partners. Thus Pf(A) = 1, and no choice of f and g gives a product. The last theorem enters this array explicitly, identifies its pair operator through `pairOp_eq`, and applies the criterion.

```lean
/-- For four fermionic modes in a nontrivial algebra, `c0 c1 + c2 c3` is not a product of two
orbital operators. -/
theorem two_pairs_not_product [Nontrivial R] {c d : Fin 4 → R} (h : FourModes c d)
    (f g : Fin 4 → ℂ) : c 0 * c 1 + c 2 * c 3 ≠ orbital c f * orbital c g := by
  intro hfg
  let A : Fin 4 → Fin 4 → ℂ := ![![0, 1, 0, 0], ![-1, 0, 0, 0], ![0, 0, 0, 1], ![0, 0, -1, 0]]
  have hA : ∀ p q, A q p = -A p q := by
    intro p q
    fin_cases p <;> fin_cases q <;> simp [A]
  have hX : pairOp c A = c 0 * c 1 + c 2 * c 3 := by
    rw [pairOp_eq h.ann hA]
    simp [A]
  have hpf := (pairOp_eq_product_iff h hA).mp ⟨f, g, hX.trans hfg⟩
  simp [pf, A] at hpf

end

end FermionPairSlater
```

```lean
#print axioms FermionPairSlater.pairOp_eq_product_iff
#print axioms FermionPairSlater.two_pairs_not_product
```

```
'FermionPairSlater.pairOp_eq_product_iff' depends on axioms: [propext, Classical.choice, Quot.sound]
'FermionPairSlater.two_pairs_not_product' depends on axioms: [propext, Classical.choice, Quot.sound]
```
